# Verlet stability for a positive definite Hermitian matrix, and the time step at large plane-wave cutoff

## Orbitals moved by a fictitious Newton equation

In a simple model of fictitious electron dynamics, with a fixed Hamiltonian and no orthonormality constraints, the plane-wave coefficients of an orbital form a vector $x$ that is given a mass $\mu$ and moved by $\mu\ddot x=-Ax$, where $A$ is the Hamiltonian matrix. The Verlet scheme with time step $dt$ replaces this equation by

$$x_{k+2}=2x_{k+1}-x_k-\frac{dt^2}{\mu}\,A\,x_{k+1}.$$

If the step is too long, the coefficients can blow up. How long may it be, and what happens to the limit when the basis is enlarged?

## The stability limit and its scaling

Let $A$ be positive definite and Hermitian with largest eigenvalue $\lambda$, and let $dt,\mu>0$. Every Verlet sequence is bounded if and only if $dt^2\lambda<4\mu$, that is, $dt<2\sqrt{\mu/\lambda}$. Equality is unstable.

For the scaling, take $H=T+V$, where $T$ is diagonal with entries $|q_G|^2/2$ in atomic units and $V$ is Hermitian with $|x^\dagger Vx|\le b\,x^\dagger x$ for all $x$. If $E_{\rm cut}$ is the largest kinetic energy in the basis and $\lambda$ the largest eigenvalue of $H$, then $|\lambda-E_{\rm cut}|\le b$. Along a family of bases with a common $b$ and $E_{\rm cut}\to\infty$,

$$2\sqrt{\mu/\lambda}\;\sqrt{E_{\rm cut}}\to 2\sqrt\mu .$$

For fictitious dynamics with a fixed, positive definite Hamiltonian and no orthonormality constraints, quadrupling a large cutoff therefore roughly halves the stability limit on the time step.

## One mode at a time

Choose orthonormal eigenvectors $v_j$ with $Av_j=e_jv_j$. The amplitudes $c_k=v_j^\dagger x_k$ of one mode obey

$$c_{k+2}=(2-w)c_{k+1}-c_k,\qquad w=dt^2e_j/\mu .$$

Suppose $0<w<4$. The real and imaginary parts obey the same recursion; let $r_k$ be either of them, and set

$$Q_k=r_{k+1}^2+r_k^2-(2-w)r_{k+1}r_k .$$

Since $r_{k+2}-(2-w)r_{k+1}=-r_k$,

$$Q_{k+1}=r_{k+1}^2-r_{k+2}r_k=r_{k+1}^2-(2-w)r_{k+1}r_k+r_k^2=Q_k .$$

Completing the square gives

$$Q_k=\Big(r_{k+1}-\tfrac{2-w}{2}r_k\Big)^2+\tfrac{w(4-w)}{4}\,r_k^2,$$

so $r_k^2\le 4Q_0/(w(4-w))$ for all $k$. If $dt^2\lambda<4\mu$, every mode has $0<w<4$, and $x_k=\sum_j(v_j^\dagger x_k)v_j$ is bounded.

Now suppose $w\ge4$. Start from $a_0=0$, $a_1=1$ and remove the alternating sign by $s_k=(-1)^{k+1}a_k$. Then $s_{k+2}=(w-2)s_{k+1}-s_k$, so

$$s_{k+2}-s_{k+1}=(w-4)s_{k+1}+(s_{k+1}-s_k).$$

By induction each increment is at least 1, hence $|a_k|\ge k$. If $dt^2\lambda\ge4\mu$, the sequence $x_k=a_kv$ with $v$ a top eigenvector is unbounded.

## The top eigenvalue follows the cutoff

Let $G$ be a plane wave with kinetic energy $E_{\rm cut}$. Its diagonal element is an average of eigenvalues, $H_{GG}=\sum_je_j|v_j(G)|^2\le\lambda$, and $H_{GG}=E_{\rm cut}+V_{GG}\ge E_{\rm cut}-b$. Conversely, a normalised top eigenvector $x$ gives

$$\lambda=x^\dagger Tx+x^\dagger Vx\le E_{\rm cut}+b .$$

Thus $|\lambda/E_{\rm cut}-1|\le b/E_{\rm cut}\to0$, and $2\sqrt{\mu E_{\rm cut}/\lambda}\to2\sqrt\mu$ by continuity.

## The Lean file

```lean
import Mathlib

open Matrix Filter Topology
open scoped ComplexOrder

namespace VerletPlaneWave

noncomputable section

variable {n : Type*} [Fintype n] [DecidableEq n]

/-- The real eigenvalues of a matrix, each belonging to a nonzero eigenvector. -/
def levels (A : Matrix n n ℂ) : Set ℝ :=
  {l | ∃ v : n → ℂ, v ≠ 0 ∧ A *ᵥ v = (l : ℂ) • v}

/-- The Verlet recursion with force `-A x`, time step `dt` and fictitious mass `mu ≠ 0`. -/
def IsVerlet (A : Matrix n n ℂ) (dt mu : ℝ) (x : ℕ → n → ℂ) : Prop :=
  ∀ k, x (k + 2) = (2 : ℂ) • x (k + 1) - x k - ((dt ^ 2 / mu : ℝ) : ℂ) • (A *ᵥ x (k + 1))

/-- Stability for `mu ≠ 0`: every Verlet sequence is bounded. -/
def Stable (A : Matrix n n ℂ) (dt mu : ℝ) : Prop :=
  ∀ x, IsVerlet A dt mu x → ∃ C : ℝ, ∀ k, ‖x k‖ ≤ C

/-- The critical time step `2 √(mu / lam)`, for `lam > 0` and `mu ≥ 0`. -/
def criticalStep (mu lam : ℝ) : ℝ := 2 * √(mu / lam)

/-- Plane-wave Hamiltonian in atomic units: kinetic energies `|q|² / 2` plus a potential. -/
def hamiltonian (q : n → EuclideanSpace ℝ (Fin 3)) (V : Matrix n n ℂ) : Matrix n n ℂ :=
  diagonal (fun G => ((‖q G‖ ^ 2 / 2 : ℝ) : ℂ)) + V

/-- Amplitude of a single Verlet mode started from the values 0 and 1. -/
def modeAmp (w : ℝ) : ℕ → ℝ
  | 0 => 0
  | 1 => 1
  | k + 2 => (2 - w) * modeAmp w (k + 1) - modeAmp w k

/-- A single Verlet mode with `0 < w < 4` stays bounded. -/
theorem mode_bounded {w : ℝ} (h0 : 0 < w) (h4 : w < 4) (c : ℕ → ℂ)
    (hc : ∀ k, c (k + 2) = ((2 - w : ℝ) : ℂ) * c (k + 1) - c k) :
    ∃ C : ℝ, ∀ k, ‖c k‖ ≤ C := by
  have real : ∀ r : ℕ → ℝ, (∀ k, r (k + 2) = (2 - w) * r (k + 1) - r k) →
      ∃ C : ℝ, ∀ k, |r k| ≤ C := by
    intro r hr
    -- the discrete energy is conserved
    have hQ : ∀ k, r (k + 1) ^ 2 + r k ^ 2 - (2 - w) * r (k + 1) * r k
        = r 1 ^ 2 + r 0 ^ 2 - (2 - w) * r 1 * r 0 := by
      intro k
      induction k with
      | zero => simp
      | succ k ih => rw [← ih, show k + 1 + 1 = k + 2 from rfl, hr k]; ring
    have hd : 0 < w * (4 - w) / 4 := by
      have := mul_pos h0 (sub_pos.2 h4)
      linarith
    refine ⟨(r 1 ^ 2 + r 0 ^ 2 - (2 - w) * r 1 * r 0) / (w * (4 - w) / 4) + 1, fun k => ?_⟩
    have h : r k ^ 2 ≤ (r 1 ^ 2 + r 0 ^ 2 - (2 - w) * r 1 * r 0) / (w * (4 - w) / 4) := by
      rw [le_div_iff₀ hd, ← hQ k]
      nlinarith [sq_nonneg (r (k + 1) - (2 - w) / 2 * r k)]
    nlinarith [sq_abs (r k), sq_nonneg (|r k| - 1), abs_nonneg (r k)]
  obtain ⟨C, hC⟩ := real (fun k => (c k).re) fun k => by
    simp only [hc k, Complex.sub_re, Complex.re_ofReal_mul]
  obtain ⟨D, hD⟩ := real (fun k => (c k).im) fun k => by
    simp only [hc k, Complex.sub_im, Complex.im_ofReal_mul]
  exact ⟨C + D, fun k => (Complex.norm_le_abs_re_add_abs_im _).trans (add_le_add (hC k) (hD k))⟩

/-- For `w ≥ 4` the mode started from 0 and 1 has modulus at least `k` after `k` steps. -/
theorem mode_growth {w : ℝ} (h : 4 ≤ w) (k : ℕ) : (k : ℝ) ≤ |modeAmp w k| := by
  have key : (k : ℝ) ≤ (-1) ^ (k + 1) * modeAmp w k ∧
      (-1) ^ (k + 1) * modeAmp w k + 1 ≤ (-1) ^ (k + 1 + 1) * modeAmp w (k + 1) := by
    induction k with
    | zero => simp [modeAmp]
    | succ k ih =>
      obtain ⟨h1, h2⟩ := ih
      have e : (-1 : ℝ) ^ (k + 1 + 1 + 1) * modeAmp w (k + 1 + 1)
          = (w - 2) * ((-1) ^ (k + 1 + 1) * modeAmp w (k + 1))
            - (-1) ^ (k + 1) * modeAmp w k := by
        rw [show modeAmp w (k + 1 + 1) = (2 - w) * modeAmp w (k + 1) - modeAmp w k from rfl]
        ring
      have hk : (0 : ℝ) ≤ k := Nat.cast_nonneg k
      refine ⟨by push_cast; linarith, ?_⟩
      rw [e]
      nlinarith [mul_nonneg (sub_nonneg.2 h) (show 0 ≤ (-1) ^ (k + 1 + 1) * modeAmp w (k + 1) by
        linarith)]
  have h1 := key.1.trans (le_abs_self _)
  rwa [abs_mul, abs_pow, abs_neg, abs_one, one_pow, one_mul] at h1

omit [DecidableEq n] in
/-- The product of a vector with its own conjugate is the sum of its squared moduli. -/
theorem star_dot_self (v : n → ℂ) : star v ⬝ᵥ v = ((∑ i, ‖v i‖ ^ 2 : ℝ) : ℂ) := by
  rw [Complex.ofReal_sum]
  refine Finset.sum_congr rfl fun i _ => ?_
  rw [Complex.ofReal_pow]
  exact Complex.conj_mul' _

/-- A Hermitian matrix has a complete set of eigenvectors, and projecting on one of them
turns the matrix into multiplication by its eigenvalue. -/
theorem normal_modes {A : Matrix n n ℂ} (hA : A.IsHermitian) :
    ∃ (v : n → n → ℂ) (e : n → ℝ), (∀ j, e j ∈ levels A) ∧
      (∀ j y, star (v j) ⬝ᵥ (A *ᵥ y) = e j * (star (v j) ⬝ᵥ y)) ∧
      ∀ x, ∑ j, (star (v j) ⬝ᵥ x) • v j = x := by
  have heig : ∀ j, A *ᵥ (hA.eigenvectorBasis j).ofLp
      = (hA.eigenvalues j : ℂ) • (hA.eigenvectorBasis j).ofLp := fun j =>
    (hA.mulVec_eigenvectorBasis j).trans (by ext i; simp)
  refine ⟨fun j => (hA.eigenvectorBasis j).ofLp, hA.eigenvalues,
    fun j => ⟨_, fun h => ?_, heig j⟩, fun j y => ?_, fun x => ?_⟩
  · exact hA.eigenvectorBasis.orthonormal.ne_zero j (by ext i; exact congrFun h i)
  · have h := Matrix.star_mulVec A (hA.eigenvectorBasis j).ofLp
    rw [hA.eq, heig] at h
    have hs : star ((hA.eigenvalues j : ℂ) • (hA.eigenvectorBasis j).ofLp)
        = (hA.eigenvalues j : ℂ) • star (hA.eigenvectorBasis j).ofLp := by
      ext i; simp
    rw [Matrix.dotProduct_mulVec, ← h, hs, smul_dotProduct, smul_eq_mul]
  · have h := hA.eigenvectorBasis.sum_repr' (WithLp.toLp 2 x)
    have hc : ∀ j, inner ℂ (hA.eigenvectorBasis j) (WithLp.toLp 2 x)
        = star (hA.eigenvectorBasis j).ofLp ⬝ᵥ x := fun j => by
      rw [EuclideanSpace.inner_eq_star_dotProduct, dotProduct_comm]
    simp only [hc] at h
    have h2 := congrArg WithLp.ofLp h
    simp only [WithLp.ofLp_sum, WithLp.ofLp_smul] at h2
    exact h2

omit [DecidableEq n] in
/-- The eigenvalues of a positive definite matrix are positive. -/
theorem levels_pos {A : Matrix n n ℂ} (hA : A.PosDef) {l : ℝ} (hl : l ∈ levels A) : 0 < l := by
  obtain ⟨v, hv, he⟩ := hl
  have h := hA.dotProduct_mulVec_pos hv
  rw [he, dotProduct_smul, star_dot_self, smul_eq_mul, ← Complex.ofReal_mul] at h
  have h' : 0 < l * ∑ i, ‖v i‖ ^ 2 := by exact_mod_cast h
  exact pos_of_mul_pos_left h' (by positivity)

/-- For positive definite `A` with largest eigenvalue `lam` and positive time step and mass,
all Verlet sequences are bounded exactly when `dt² lam < 4 mu`. -/
theorem stable_iff {A : Matrix n n ℂ} (hA : A.PosDef) {lam dt mu : ℝ}
    (hlam : IsGreatest (levels A) lam) (hdt : 0 < dt) (hmu : 0 < mu) :
    Stable A dt mu ↔ dt ^ 2 * lam < 4 * mu := by
  constructor
  · intro hs
    by_contra hc
    obtain ⟨v, hv, he⟩ := hlam.1
    have hw : 4 ≤ dt ^ 2 / mu * lam := by
      rw [div_mul_eq_mul_div, le_div_iff₀ hmu]
      exact not_lt.1 hc
    -- excite only the highest mode
    obtain ⟨C, hC⟩ := hs (fun k => (modeAmp (dt ^ 2 / mu * lam) k : ℂ) • v) fun k => by
      simp only [modeAmp, Matrix.mulVec_smul, he]
      ext i
      simp only [Pi.sub_apply, Pi.smul_apply, smul_eq_mul]
      push_cast
      ring
    have hv' := norm_pos_iff.2 hv
    obtain ⟨k, hk⟩ := exists_nat_gt (C / ‖v‖)
    have h1 := hC k
    rw [norm_smul, Complex.norm_real, Real.norm_eq_abs] at h1
    rw [div_lt_iff₀ hv'] at hk
    have h2 := mul_le_mul_of_nonneg_right (mode_growth hw k) hv'.le
    linarith
  · intro h x hx
    obtain ⟨v, e, he, hp, hexp⟩ := normal_modes hA.1
    have hb : ∀ j, ∃ C : ℝ, ∀ k, ‖star (v j) ⬝ᵥ x k‖ ≤ C := fun j => by
      have hj := levels_pos hA (he j)
      refine mode_bounded (w := dt ^ 2 / mu * e j) (by positivity) ?_ _ fun k => ?_
      · rw [div_mul_eq_mul_div, div_lt_iff₀ hmu]
        exact (mul_le_mul_of_nonneg_left (hlam.2 (he j)) (sq_nonneg dt)).trans_lt h
      · rw [hx k, dotProduct_sub, dotProduct_sub, dotProduct_smul, dotProduct_smul, hp]
        simp only [smul_eq_mul]
        push_cast
        ring
    choose C hC using hb
    refine ⟨∑ j, C j * ‖v j‖, fun k => ?_⟩
    calc ‖x k‖ = ‖∑ j, (star (v j) ⬝ᵥ x k) • v j‖ := by rw [hexp]
      _ ≤ ∑ j, ‖(star (v j) ⬝ᵥ x k) • v j‖ := norm_sum_le _ _
      _ ≤ _ := Finset.sum_le_sum fun j _ => by
        rw [norm_smul]
        exact mul_le_mul_of_nonneg_right (hC j k) (norm_nonneg _)

/-- For positive definite `A` with largest eigenvalue `lam` and positive time step and mass,
the dynamics is stable exactly below the critical time step. -/
theorem stable_iff_lt_criticalStep {A : Matrix n n ℂ} (hA : A.PosDef) {lam dt mu : ℝ}
    (hlam : IsGreatest (levels A) lam) (hdt : 0 < dt) (hmu : 0 < mu) :
    Stable A dt mu ↔ dt < criticalStep mu lam := by
  have hl := levels_pos hA hlam.1
  have hs : √(mu / lam) ^ 2 * lam = mu := by
    rw [Real.sq_sqrt (by positivity), div_mul_cancel₀ _ hl.ne']
  rw [stable_iff hA hlam hdt hmu, criticalStep]
  constructor
  · intro h
    by_contra hc
    have h1 := pow_le_pow_left₀ (by positivity) (not_lt.1 hc) 2
    nlinarith [mul_le_mul_of_nonneg_right h1 hl.le]
  · intro h
    have h1 := pow_lt_pow_left₀ h hdt.le two_ne_zero
    nlinarith [mul_lt_mul_of_pos_right h1 hl]

/-- No diagonal element of a Hermitian matrix exceeds its largest eigenvalue. -/
theorem diag_le {A : Matrix n n ℂ} (hA : A.IsHermitian) {lam : ℝ}
    (hlam : IsGreatest (levels A) lam) (i : n) : (A i i).re ≤ lam := by
  obtain ⟨v, e, he, hp, hexp⟩ := normal_modes hA
  have hsq : ∀ j, star (v j i) * v j i = ((‖v j i‖ ^ 2 : ℝ) : ℂ) := fun j => by
    rw [Complex.ofReal_pow]
    exact Complex.conj_mul' _
  have h1 := congrFun (hexp (Pi.single i 1)) i
  have h2 := congrFun (hexp (A *ᵥ Pi.single i 1)) i
  have hd : (A *ᵥ Pi.single i 1) i = A i i := by simp
  rw [hd] at h2
  simp only [hp, dotProduct_single, mul_one, Pi.star_apply, Finset.sum_apply, Pi.smul_apply,
    smul_eq_mul, mul_assoc, hsq, Pi.single_eq_same, ← Complex.ofReal_mul,
    ← Complex.ofReal_sum] at h1 h2
  have h1' : ∑ j, ‖v j i‖ ^ 2 = 1 := by exact_mod_cast h1
  rw [← h2, Complex.ofReal_re]
  calc ∑ j, e j * ‖v j i‖ ^ 2 ≤ ∑ j, lam * ‖v j i‖ ^ 2 :=
        Finset.sum_le_sum fun j _ => mul_le_mul_of_nonneg_right (hlam.2 (he j)) (sq_nonneg _)
    _ = lam := by rw [← Finset.mul_sum, h1', mul_one]

/-- If the Hermitian potential has quadratic form bounded by `b`, the largest eigenvalue of the
plane-wave Hamiltonian differs from the largest kinetic energy in the basis by at most `b`. -/
theorem largest_level_near_cutoff (q : n → EuclideanSpace ℝ (Fin 3)) {V : Matrix n n ℂ}
    (hV : V.IsHermitian) {b Ecut lam : ℝ}
    (hb : ∀ x : n → ℂ, |(star x ⬝ᵥ (V *ᵥ x)).re| ≤ b * ∑ i, ‖x i‖ ^ 2)
    (hE : IsGreatest (Set.range fun G => ‖q G‖ ^ 2 / 2) Ecut)
    (hlam : IsGreatest (levels (hamiltonian q V)) lam) : |lam - Ecut| ≤ b := by
  have hH : (hamiltonian q V).IsHermitian := by
    refine Matrix.IsHermitian.add ?_ hV
    rw [Matrix.IsHermitian, Matrix.diagonal_conjTranspose]
    congr 1
    funext G
    exact Complex.conj_ofReal _
  rw [abs_le]
  constructor
  · -- test the plane wave of highest kinetic energy
    obtain ⟨G, hG⟩ := hE.1
    have h1 := diag_le hH hlam G
    simp only [hamiltonian, Matrix.add_apply, Matrix.diagonal_apply_eq, Complex.add_re,
      Complex.ofReal_re] at h1 hG
    have h2 := hb (Pi.single G 1)
    have e1 : star (Pi.single G 1 : n → ℂ) ⬝ᵥ (V *ᵥ Pi.single G 1) = V G G := by
      unfold dotProduct
      rw [Finset.sum_eq_single G]
      · simp
      · intro i _ hi
        simp [hi]
      · simp
    have e2 : ∑ i, ‖(Pi.single G 1 : n → ℂ) i‖ ^ 2 = 1 := by
      rw [Finset.sum_eq_single G]
      · simp
      · intro i _ hi
        simp [hi]
      · simp
    rw [e1, e2, mul_one] at h2
    linarith [(abs_le.1 h2).1]
  · -- take the expectation value in the top eigenvector
    obtain ⟨x, hx0, hx⟩ := hlam.1
    obtain ⟨i, hi⟩ := Function.ne_iff.1 hx0
    have hS : 0 < ∑ i, ‖x i‖ ^ 2 := Finset.sum_pos' (fun _ _ => by positivity)
      ⟨i, Finset.mem_univ i, pow_pos (norm_pos_iff.2 hi) 2⟩
    have h1 : (star x ⬝ᵥ (hamiltonian q V *ᵥ x)).re = lam * ∑ i, ‖x i‖ ^ 2 := by
      rw [hx, dotProduct_smul, star_dot_self, smul_eq_mul, Complex.re_ofReal_mul,
        Complex.ofReal_re]
    have h2 : star x ⬝ᵥ (hamiltonian q V *ᵥ x)
        = ((∑ i, ‖q i‖ ^ 2 / 2 * ‖x i‖ ^ 2 : ℝ) : ℂ) + star x ⬝ᵥ (V *ᵥ x) := by
      rw [hamiltonian, Matrix.add_mulVec, dotProduct_add, Complex.ofReal_sum]
      congr 1
      refine Finset.sum_congr rfl fun i _ => ?_
      have h : star (x i) * x i = (‖x i‖ : ℂ) ^ 2 := Complex.conj_mul' _
      rw [Matrix.mulVec_diagonal, Pi.star_apply, Complex.ofReal_mul, Complex.ofReal_pow]
      linear_combination ((‖q i‖ ^ 2 / 2 : ℝ) : ℂ) * h
    rw [h2, Complex.add_re, Complex.ofReal_re] at h1
    have h3 : ∑ i, ‖q i‖ ^ 2 / 2 * ‖x i‖ ^ 2 ≤ Ecut * ∑ i, ‖x i‖ ^ 2 := by
      rw [Finset.mul_sum]
      exact Finset.sum_le_sum fun i _ =>
        mul_le_mul_of_nonneg_right (hE.2 ⟨i, rfl⟩) (sq_nonneg _)
    have h4 := (abs_le.1 (hb x)).2
    exact le_of_mul_le_mul_right (by linarith) hS

/-- For plane-wave bases with cutoff tending to infinity and Hermitian potentials with a common
bound `b`, the critical time step times the square root of the cutoff tends to `2 √mu`. -/
theorem criticalStep_scaling {d : ℕ → ℕ} (q : ∀ N, Fin (d N) → EuclideanSpace ℝ (Fin 3))
    {V : ∀ N, Matrix (Fin (d N)) (Fin (d N)) ℂ} (hV : ∀ N, (V N).IsHermitian)
    {b : ℝ} (mu : ℝ) {Ecut lam : ℕ → ℝ}
    (hb : ∀ N, ∀ x : Fin (d N) → ℂ,
      |(star x ⬝ᵥ (V N *ᵥ x)).re| ≤ b * ∑ i, ‖x i‖ ^ 2)
    (hE : ∀ N, IsGreatest (Set.range fun G => ‖q N G‖ ^ 2 / 2) (Ecut N))
    (hlam : ∀ N, IsGreatest (levels (hamiltonian (q N) (V N))) (lam N))
    (hlim : Tendsto Ecut atTop atTop) :
    Tendsto (fun N => criticalStep mu (lam N) * √(Ecut N)) atTop (𝓝 (2 * √mu)) := by
  -- the ratio of largest eigenvalue to cutoff tends to one
  have h0 : Tendsto (fun N => lam N / Ecut N - 1) atTop (𝓝 0) := by
    refine squeeze_zero_norm' ?_ (hlim.const_div_atTop b)
    filter_upwards [hlim.eventually_gt_atTop 0] with N hN
    have h := largest_level_near_cutoff (q N) (hV N) (hb N) (hE N) (hlam N)
    rw [Real.norm_eq_abs, div_sub_one hN.ne', abs_div, abs_of_pos hN]
    gcongr
  have h1 : Tendsto (fun N => lam N / Ecut N) atTop (𝓝 1) := by
    simpa using h0.add_const 1
  have h2 := ((h1.inv₀ one_ne_zero).const_mul mu).sqrt.const_mul 2
  rw [inv_one, mul_one] at h2
  refine h2.congr' ?_
  filter_upwards [hlim.eventually_gt_atTop 0] with N hN
  have h : mu * (lam N / Ecut N)⁻¹ = mu / lam N * Ecut N := by
    rw [inv_div]
    ring
  rw [criticalStep, h, Real.sqrt_mul' _ hN.le, mul_assoc]

end

end VerletPlaneWave
```

```lean
#print axioms VerletPlaneWave.stable_iff_lt_criticalStep
#print axioms VerletPlaneWave.criticalStep_scaling
```

```
'VerletPlaneWave.stable_iff_lt_criticalStep' depends on axioms: [propext, Classical.choice, Quot.sound]
'VerletPlaneWave.criticalStep_scaling' depends on axioms: [propext, Classical.choice, Quot.sound]
```

## Reading the definitions and hypotheses

The finite type `n` labels the plane waves. `levels A` is the set of real eigenvalues with nonzero eigenvectors, and `IsGreatest (levels A) lam` says that `lam` is its largest member. `Stable` quantifies over all sequences satisfying `IsVerlet`, hence over all pairs of starting vectors. Its norm is the largest modulus of a component, which in finite dimension gives the same notion of boundedness as the Euclidean norm.

`PosDef` includes Hermiticity. Positive semidefiniteness would not suffice: if $Av=0$ with $v\neq0$, then $x_k=kv$ is a Verlet sequence for every time step.

In `hamiltonian`, `q G` is the full wave vector, and `V` may be nonlocal. `Ecut` is the highest kinetic energy actually present, not a nominal cutoff above it. The common bound `b` stands for a potential of finite strength, such as a smooth pseudopotential, unlike a bare Coulomb well.

`criticalStep_scaling` concerns the formula $2\sqrt{\mu/\lambda}$ and does not require $H$ to be positive definite; its reading as a stability limit does. Adding a constant larger than $b$ to the potential secures this and keeps a common bound, but here such a shift changes the dynamics: if $H$ has a negative eigenvalue, as it can when there are bound states, some Verlet sequences of the unshifted model grow exponentially however short the time step.

The model leaves out orthonormality constraints, self-consistent changes of $H$, ionic motion and masses that depend on the plane wave.

## From modes to matrices in the proof

`mode_bounded` proves conservation of $Q_k$ by induction, with `ring` doing the algebra, and passes the completed square to `nlinarith`. `mode_growth` carries both $s_k\ge k$ and the increment bound through its induction.

`normal_modes` supplies the eigenvectors, the projection rule and the expansion of any vector; `levels_pos` gives $e_j>0$. In `stable_iff`, one direction inserts `modeAmp` times the top eigenvector, and the other sums the mode bounds. `stable_iff_lt_criticalStep` rewrites the criterion by squaring.

`diag_le` expands a diagonal element in eigenvectors. `largest_level_near_cutoff` uses it for the lower bound; for the upper bound it keeps the factor $\sum_i|x_i|^2$ of an unnormalised eigenvector and cancels it at the end. `criticalStep_scaling` squeezes $\lambda/E_{\rm cut}-1$ to zero and takes the limit through the inverse and the square root.
